# A quadratic error bound for a Newton step with a Lipschitz Jacobian

## Full steps near convergence

A second-order CASSCF calculation may begin with damped steps and switch to full Newton steps once the orbitals and CI coefficients are nearly converged. The switch relies on a full step from a small error leaving a much smaller one. The bound below says how much smaller, for an energy of finitely many real parameters in fixed coordinates and an exactly inverted Hessian.

Two numbers control it. The constant L limits how fast the Hessian changes with the parameters, and so measures anharmonicity. The constant m > 0 measures stiffness: every eigenvalue of the Hessian at the current point has absolute value at least m. A soft mode means a small m and a weak bound.

## The one-step bound

Let G be the gradient and J(x) its Jacobian at x, which is the Hessian of the energy; quantum chemistry texts often write g and H. On a convex open set s containing x and y, assume

‖J(u) − J(v)‖ ≤ L‖u − v‖ for all u, v in s.

Let G(y) = 0, and let J(x) be invertible with ‖J(x)⁻¹‖ ≤ 1/m. Then the Newton iterate x⁺ = x − J(x)⁻¹G(x) satisfies

‖x⁺ − y‖ ≤ L‖x − y‖²/(2m).

In Lean this is `newton_step_quadratic`, for a map `G : E → E` on any real normed space. The Jacobian is `fderiv ℝ G x`, matrix norms are operator norms, and x⁺ is `newtonIterate G x`. The inverse bound is written as `m * ‖(fderiv ℝ G x).inverse‖ ≤ 1`. Invertibility is a separate hypothesis because Lean assigns a non-invertible map the inverse 0, which would satisfy that bound.

The version for physics is `energy_newton_step`, on `EuclideanSpace ℝ (Fin n)`. There `HasGradientAt` makes G the gradient of `energy`, and `IsLocalMin` makes y a local minimum. The existence of y is assumed. The minimum serves only to give G(y) = 0, so the general theorem applies equally to saddle points.

## Derivation

Put h = y − x and follow the linearisation error along the segment from x to y:

e(t) = G(x + th) − G(x) − tJ(x)h, 0 ≤ t ≤ 1.

Then e(0) = 0 and e′(t) = [J(x + th) − J(x)]h, so the Lipschitz condition gives

‖e′(t)‖ ≤ L‖th‖‖h‖ = L‖h‖²t.

Integrating from 0 to 1,

‖G(y) − G(x) − J(x)(y − x)‖ = ‖e(1)‖ ≤ (L/2)‖y − x‖².

Since G(y) = 0, the Newton error is

x⁺ − y = J(x)⁻¹[J(x)(x − y) − G(x)]
= J(x)⁻¹[G(y) − G(x) − J(x)(y − x)].

Taking norms gives at most (1/m)(L/2)‖x − y‖², as stated.

## Repeated steps

Now let the Lipschitz condition and the inverse bound hold throughout a ball around y. Start at x₀ = x in the ball, write d_k = ‖x_k − y‖ for the error after k steps, and set q = Ld₀/(2m). If q ≤ 1, then

d_k ≤ d₀q^(2^k − 1).

For k = 0 this is an equality. If it holds for k, then d_k ≤ d₀, so x_k is still in the ball and the one-step bound applies:

d_(k+1) ≤ (L/(2m))d₀²q^(2^(k+1) − 2) = d₀q^(2^(k+1) − 1).

If q < 1, then k ≤ 2^k − 1 gives d_k ≤ d₀q^k, and the iterates converge to y.

The ball contains y itself, so the Hessian must be invertible there. Redundant parameters, such as active–active rotations when the CI coefficients are also varied, have to be removed first.

The hypotheses leave out at least two features of many CASSCF programs: the Newton equations are solved iteratively to a finite tolerance, and the coordinates change between steps. Such programs commonly update orbitals by an exponential rotation and then define new parameters around the new orbitals. The one-step bound can be applied within each coordinate system, but the repeated-step results assume a single one.

## A case of equality

Take G(t) = at + (L/2)t² in one variable, with L ≥ 0, root 0 and m = G′(x) = a + Lx > 0. Then

x⁺ = x − (ax + Lx²/2)/(a + Lx) = Lx²/(2m).

The error equals the bound, so the factor 1/2 cannot be improved in general.

## Bounding the Hessian at the solution

The inverse bound could have been placed at y, as ‖J(y)⁻¹‖ ≤ 1/μ with μ > 0. In finite dimension, for d = ‖x − y‖ < μ/L with L > 0, a perturbation argument then gives invertibility at x and ‖J(x)⁻¹‖ ≤ 1/(μ − Ld). Only the converged Hessian would need a bound, but the error estimate would become Ld²/(2(μ − Ld)), which deteriorates as d approaches μ/L. This variant is an informal remark that the code below leaves unproved.

## The Lean source

```lean
import Mathlib

open scoped NNReal
open Filter Topology

namespace NewtonConvergence

noncomputable section

variable {E : Type*} [NormedAddCommGroup E] [NormedSpace ℝ E]

/-- The Newton iterate from `x` for the equation `G = 0`: subtract the inverse Jacobian applied to
`G x`. Where the Jacobian is not invertible, Lean's inverse is 0 and the value is `x`. -/
def newtonIterate (G : E → E) (x : E) : E :=
  x - (fderiv ℝ G x).inverse (G x)

/-- If the Jacobian of `G` is `L`-Lipschitz on a convex open set, the linearisation of `G` at `x`
misses `G y` by at most `L/2` times the squared distance, for `x` and `y` in the set. -/
theorem linearisation_error {G : E → E} {s : Set E} {L : ℝ≥0} {x y : E}
    (ho : IsOpen s) (hc : Convex ℝ s) (hd : DifferentiableOn ℝ G s)
    (hL : LipschitzOnWith L (fderiv ℝ G) s) (hx : x ∈ s) (hy : y ∈ s) :
    ‖G y - G x - fderiv ℝ G x (y - x)‖ ≤ L / 2 * ‖y - x‖ ^ 2 := by
  -- the error along the segment from x to y, and its derivative
  have hder : ∀ t ∈ Set.Icc (0 : ℝ) 1,
      HasDerivAt (fun t : ℝ => G (x + t • (y - x)) - G x - t • fderiv ℝ G x (y - x))
        (fderiv ℝ G (x + t • (y - x)) (y - x) - fderiv ℝ G x (y - x)) t := by
    intro t ht
    have hG := (hd.differentiableAt
      (ho.mem_nhds (hc.add_smul_sub_mem hx hy ht))).hasFDerivAt
    have hline : HasDerivAt (fun t : ℝ => x + t • (y - x)) (y - x) t := by
      simpa using ((hasDerivAt_id' t).smul_const (y - x)).const_add x
    have h1 : HasDerivAt (fun t : ℝ => G (x + t • (y - x)))
        (fderiv ℝ G (x + t • (y - x)) (y - x)) t := hG.comp_hasDerivAt t hline
    have h2 : HasDerivAt (fun t : ℝ => t • fderiv ℝ G x (y - x))
        (fderiv ℝ G x (y - x)) t := by
      simpa using (hasDerivAt_id' t).smul_const (fderiv ℝ G x (y - x))
    exact (h1.sub_const (G x)).fun_sub h2
  have hB : ∀ t : ℝ, HasDerivAt (fun t : ℝ => L / 2 * ‖y - x‖ ^ 2 * (t * t))
      (L * ‖y - x‖ ^ 2 * t) t := fun t =>
    (((hasDerivAt_id' t).fun_mul (hasDerivAt_id' t)).const_mul
      ((L : ℝ) / 2 * ‖y - x‖ ^ 2)).congr_deriv (by ring)
  -- the Lipschitz condition bounds the derivative linearly in t
  have hbound : ∀ t ∈ Set.Ico (0 : ℝ) 1,
      ‖fderiv ℝ G (x + t • (y - x)) (y - x) - fderiv ℝ G x (y - x)‖
        ≤ L * ‖y - x‖ ^ 2 * t := by
    intro t ht
    have h := hL.dist_le_mul _ (hc.add_smul_sub_mem hx hy ⟨ht.1, ht.2.le⟩) _ hx
    rw [dist_eq_norm, dist_eq_norm, add_sub_cancel_left, norm_smul, Real.norm_eq_abs,
      abs_of_nonneg ht.1] at h
    calc ‖fderiv ℝ G (x + t • (y - x)) (y - x) - fderiv ℝ G x (y - x)‖
        = ‖(fderiv ℝ G (x + t • (y - x)) - fderiv ℝ G x) (y - x)‖ := rfl
      _ ≤ ‖fderiv ℝ G (x + t • (y - x)) - fderiv ℝ G x‖ * ‖y - x‖ :=
          ContinuousLinearMap.le_opNorm _ _
      _ ≤ L * (t * ‖y - x‖) * ‖y - x‖ := mul_le_mul_of_nonneg_right h (norm_nonneg _)
      _ = L * ‖y - x‖ ^ 2 * t := by ring
  have key := image_norm_le_of_norm_deriv_right_le_deriv_boundary
    (fun t ht => (hder t ht).continuousAt.continuousWithinAt)
    (fun t ht => (hder t ⟨ht.1, ht.2.le⟩).hasDerivWithinAt)
    (by simp) hB hbound (Set.right_mem_Icc.2 zero_le_one)
  simp only [one_smul, add_sub_cancel, mul_one] at key
  exact key

/-- At an invertible Jacobian, the distance vector from a root `y` to the Newton iterate is the
inverse Jacobian applied to the linearisation error of `G`. -/
theorem newton_error_eq {G : E → E} {x y : E} (hy : G y = 0)
    (hinv : (fderiv ℝ G x).IsInvertible) :
    newtonIterate G x - y =
      (fderiv ℝ G x).inverse (G y - G x - fderiv ℝ G x (y - x)) := by
  obtain ⟨A, hA⟩ := hinv
  rw [newtonIterate, ← hA, ContinuousLinearMap.inverse_equiv, hy]
  simp only [ContinuousLinearEquiv.coe_coe, map_sub, map_zero,
    ContinuousLinearEquiv.symm_apply_apply]
  abel

/-- One Newton step: on a convex open set where `G` has an `L`-Lipschitz Jacobian, let `y` be a root
and `x` a point, both in the set. If the Jacobian at `x` is invertible with inverse norm at most
`1/m`, `m > 0`, the Newton iterate from `x` lies within `L ‖x - y‖² / (2m)` of `y`. -/
theorem newton_step_quadratic {G : E → E} {s : Set E} {L : ℝ≥0} {m : ℝ} {x y : E}
    (ho : IsOpen s) (hc : Convex ℝ s) (hd : DifferentiableOn ℝ G s)
    (hL : LipschitzOnWith L (fderiv ℝ G) s) (hx : x ∈ s) (hys : y ∈ s) (hy : G y = 0)
    (hm : 0 < m) (hinv : (fderiv ℝ G x).IsInvertible)
    (hbd : m * ‖(fderiv ℝ G x).inverse‖ ≤ 1) :
    ‖newtonIterate G x - y‖ ≤ L * ‖x - y‖ ^ 2 / (2 * m) := by
  have h1 := linearisation_error ho hc hd hL hx hys
  have h2 := (fderiv ℝ G x).inverse.le_opNorm (G y - G x - fderiv ℝ G x (y - x))
  rw [← newton_error_eq hy hinv] at h2
  rw [norm_sub_rev y x] at h1
  have h3 := mul_le_mul_of_nonneg_left h2 hm.le
  have h4 := mul_le_mul_of_nonneg_right hbd
    (norm_nonneg (G y - G x - fderiv ℝ G x (y - x)))
  rw [le_div_iff₀ (by linarith)]
  linarith

/-- Newton step for an energy on `R^n` with gradient `G` on a convex open set, where the Hessian is
`L`-Lipschitz: if `x` is in the set and the Hessian there is invertible with inverse norm at most
`1/m`, `m > 0`, the iterate lies within `L ‖x - y‖² / (2m)` of a local minimum `y` in the set. -/
theorem energy_newton_step {n : ℕ} {energy : EuclideanSpace ℝ (Fin n) → ℝ}
    {G : EuclideanSpace ℝ (Fin n) → EuclideanSpace ℝ (Fin n)}
    {s : Set (EuclideanSpace ℝ (Fin n))} {L : ℝ≥0} {m : ℝ} {x y : EuclideanSpace ℝ (Fin n)}
    (hgrad : ∀ u ∈ s, HasGradientAt energy (G u) u) (hmin : IsLocalMin energy y)
    (ho : IsOpen s) (hc : Convex ℝ s) (hd : DifferentiableOn ℝ G s)
    (hL : LipschitzOnWith L (fderiv ℝ G) s) (hx : x ∈ s) (hys : y ∈ s)
    (hm : 0 < m) (hinv : (fderiv ℝ G x).IsInvertible)
    (hbd : m * ‖(fderiv ℝ G x).inverse‖ ≤ 1) :
    ‖newtonIterate G x - y‖ ≤ L * ‖x - y‖ ^ 2 / (2 * m) := by
  -- the gradient vanishes at the minimum
  have h := hmin.hasFDerivAt_eq_zero (hgrad y hys).hasFDerivAt
  have hy : G y = 0 :=
    (InnerProductSpace.toDual ℝ (EuclideanSpace ℝ (Fin n))).injective
      (h.trans (map_zero _).symm)
  exact newton_step_quadratic ho hc hd hL hx hys hy hm hinv hbd

/-- Repeated Newton steps: let `G` have an `L`-Lipschitz Jacobian with inverse norm at most `1/m`,
`m > 0`, on a ball around a root `y`. From `x` in the ball with `q = L ‖x - y‖ / (2m) ≤ 1`, the
error after `k` steps is at most `‖x - y‖ q^(2^k - 1)`. -/
theorem newton_iterates_quadratic {G : E → E} {L : ℝ≥0} {m r : ℝ} {x y : E}
    (hd : DifferentiableOn ℝ G (Metric.ball y r))
    (hL : LipschitzOnWith L (fderiv ℝ G) (Metric.ball y r)) (hy : G y = 0) (hm : 0 < m)
    (hinv : ∀ u ∈ Metric.ball y r,
      (fderiv ℝ G u).IsInvertible ∧ m * ‖(fderiv ℝ G u).inverse‖ ≤ 1)
    (hx : x ∈ Metric.ball y r) (hq : L * ‖x - y‖ / (2 * m) ≤ 1) (k : ℕ) :
    ‖(newtonIterate G)^[k] x - y‖ ≤
      ‖x - y‖ * (L * ‖x - y‖ / (2 * m)) ^ (2 ^ k - 1) := by
  have hq0 : 0 ≤ L * ‖x - y‖ / (2 * m) := by positivity
  induction k with
  | zero => simp
  | succ k ih =>
    -- the current iterate is still in the ball
    have hmem : (newtonIterate G)^[k] x ∈ Metric.ball y r := by
      rw [Metric.mem_ball, dist_eq_norm] at hx ⊢
      exact (ih.trans (mul_le_of_le_one_right (norm_nonneg _)
        (pow_le_one₀ hq0 hq))).trans_lt hx
    have hstep := newton_step_quadratic Metric.isOpen_ball (convex_ball y r) hd hL hmem
      (Metric.mem_ball_self (dist_nonneg.trans_lt hx)) hy hm (hinv _ hmem).1 (hinv _ hmem).2
    have hexp : 2 ^ (k + 1) - 1 = 2 * (2 ^ k - 1) + 1 := by
      have : 0 < 2 ^ k := by positivity
      rw [pow_succ]
      omega
    rw [Function.iterate_succ_apply', hexp]
    refine hstep.trans ?_
    generalize 2 ^ k - 1 = a at ih ⊢
    calc L * ‖(newtonIterate G)^[k] x - y‖ ^ 2 / (2 * m)
        ≤ L * (‖x - y‖ * (L * ‖x - y‖ / (2 * m)) ^ a) ^ 2 / (2 * m) := by gcongr
      _ = ‖x - y‖ * (((L * ‖x - y‖ / (2 * m)) ^ a) ^ 2 * (L * ‖x - y‖ / (2 * m))) := by
          generalize (L * ‖x - y‖ / (2 * m)) ^ a = p
          ring
      _ = ‖x - y‖ * (L * ‖x - y‖ / (2 * m)) ^ (2 * a + 1) := by
          generalize L * ‖x - y‖ / (2 * m) = q
          ring

/-- Let `G` have an `L`-Lipschitz Jacobian with inverse norm at most `1/m`, `m > 0`, on a ball
around a root `y`. From any `x` in the ball with `L ‖x - y‖ / (2m) < 1`, the Newton iterates
converge to `y`. -/
theorem newton_iterates_tendsto {G : E → E} {L : ℝ≥0} {m r : ℝ} {x y : E}
    (hd : DifferentiableOn ℝ G (Metric.ball y r))
    (hL : LipschitzOnWith L (fderiv ℝ G) (Metric.ball y r)) (hy : G y = 0) (hm : 0 < m)
    (hinv : ∀ u ∈ Metric.ball y r,
      (fderiv ℝ G u).IsInvertible ∧ m * ‖(fderiv ℝ G u).inverse‖ ≤ 1)
    (hx : x ∈ Metric.ball y r) (hq : L * ‖x - y‖ / (2 * m) < 1) :
    Tendsto (fun k => (newtonIterate G)^[k] x) atTop (𝓝 y) := by
  have hq0 : 0 ≤ L * ‖x - y‖ / (2 * m) := by positivity
  rw [tendsto_iff_norm_sub_tendsto_zero]
  have hlim := (tendsto_pow_atTop_nhds_zero_of_lt_one hq0 hq).const_mul ‖x - y‖
  rw [mul_zero] at hlim
  refine squeeze_zero (fun _ => norm_nonneg _) (fun k => ?_) hlim
  have hk : k ≤ 2 ^ k - 1 := by
    have : k < 2 ^ k := Nat.lt_two_pow_self
    omega
  exact (newton_iterates_quadratic hd hL hy hm hinv hx hq.le k).trans
    (mul_le_mul_of_nonneg_left (pow_le_pow_of_le_one hq0 hq.le hk) (norm_nonneg _))

/-- In one variable, where the derivative `g` of `G` at `x` is nonzero, the Newton iterate is
`x - G x / g`. -/
theorem newtonIterate_real {G : ℝ → ℝ} {x g : ℝ} (h : HasDerivAt G g x) (hg : g ≠ 0) :
    newtonIterate G x = x - G x / g := by
  have hA : (ContinuousLinearEquiv.unitsEquivAut ℝ (Units.mk0 g hg) : ℝ →L[ℝ] ℝ)
      = fderiv ℝ G x := by
    ext
    simp [h.deriv]
  rw [newtonIterate, ← hA, ContinuousLinearMap.inverse_equiv]
  simp [div_eq_mul_inv]

/-- The constant `L/(2m)` is sharp: `G t = a t + (L/2) t²` has derivative `a + L t`, and for
`L ≥ 0` and `m = a + L x > 0` the Newton iterate from `x` lies at distance exactly
`L ‖x‖² / (2m)` from the root `0`. -/
theorem newton_step_sharp {a L x : ℝ} (hL : 0 ≤ L) (hm : 0 < a + L * x) :
    (∀ t, HasDerivAt (fun t : ℝ => a * t + L / 2 * t ^ 2) (a + L * t) t) ∧
    ‖newtonIterate (fun t : ℝ => a * t + L / 2 * t ^ 2) x - 0‖
      = L * ‖x - 0‖ ^ 2 / (2 * (a + L * x)) := by
  have hder : ∀ t, HasDerivAt (fun t : ℝ => a * t + L / 2 * t ^ 2) (a + L * t) t := by
    intro t
    simp only [pow_two]
    exact (((hasDerivAt_id' t).const_mul a).fun_add
      (((hasDerivAt_id' t).fun_mul (hasDerivAt_id' t)).const_mul (L / 2))).congr_deriv
        (by ring)
  refine ⟨hder, ?_⟩
  have hne : a + L * x ≠ 0 := hm.ne'
  have e : newtonIterate (fun t : ℝ => a * t + L / 2 * t ^ 2) x
      = L * x ^ 2 / (2 * (a + L * x)) := by
    rw [newtonIterate_real (hder x) hne]
    show x - (a * x + L / 2 * x ^ 2) / (a + L * x) = L * x ^ 2 / (2 * (a + L * x))
    have hcancel : (a + L * x) * (a + L * x)⁻¹ = 1 := mul_inv_cancel₀ hne
    rw [← div_div]
    linear_combination (-x) * hcancel
  rw [e]
  simp only [sub_zero, Real.norm_eq_abs, sq_abs]
  exact abs_of_nonneg (div_nonneg (mul_nonneg hL (sq_nonneg x)) (by linarith))

end

end NewtonConvergence
```

```lean
#print axioms NewtonConvergence.newton_step_quadratic
-- 'NewtonConvergence.newton_step_quadratic' depends on axioms: [propext, Classical.choice, Quot.sound]
#print axioms NewtonConvergence.energy_newton_step
-- 'NewtonConvergence.energy_newton_step' depends on axioms: [propext, Classical.choice, Quot.sound]
#print axioms NewtonConvergence.newton_iterates_tendsto
-- 'NewtonConvergence.newton_iterates_tendsto' depends on axioms: [propext, Classical.choice, Quot.sound]
#print axioms NewtonConvergence.newton_step_sharp
-- 'NewtonConvergence.newton_step_sharp' depends on axioms: [propext, Classical.choice, Quot.sound]
```

## From the derivation to the code

In `linearisation_error`, `hder` differentiates e(t), `hbound` bounds its derivative, and `hB` differentiates the comparison function (L/2)‖h‖²t². A mean value inequality compares the two functions, replacing the integral, so the space need not be complete.

`newton_error_eq` writes the invertible Jacobian as an equivalence `A` and cancels it against its inverse. `newton_step_quadratic` combines this identity with the operator norm inequality `le_opNorm` and the linearisation bound. `energy_newton_step` first derives G(y) = 0 from the vanishing derivative at a local minimum.

`newton_iterates_quadratic` is the induction above: `hmem` keeps the iterate in the ball and `hexp` handles the exponent. `newton_iterates_tendsto` squeezes the error between 0 and d₀q^k.

For the equality case, `newtonIterate_real` identifies the general iterate with x − G(x)/g, where g is the derivative of G at x. `newton_step_sharp` then verifies the derivative of the quadratic and computes the error.
